# Conjugation by Majorana bilinear gates rotates mode coefficients plane by plane

Let $g_j$ be elements of a real algebra with $g_j^2=1$ and $g_ig_j=-g_jg_i$ for $i\neq j$. For $a\neq b$ and real $t$, the gate $U(t)=\cos t+\sin t\,g_ag_b$ has the inverse $U(-t)=\cos t-\sin t\,g_ag_b$, and

$$U(t)\,g_a\,U(-t)=\cos 2t\;g_a-\sin 2t\;g_b,\qquad U(t)\,g_b\,U(-t)=\sin 2t\;g_a+\cos 2t\;g_b,$$

while every other $g_j$ is unchanged. With finitely many Majoranas, a circuit of such gates therefore maps $\sum_j v_jg_j$ to another real combination, whose coefficients follow from one plane rotation per gate. In simulations of non-interacting fermions, this allows such an operator to be followed as a vector with one real entry per Majorana, without building a matrix on Fock space.

## Unit squares and anticommutation

A fermionic mode with annihilation operator $c$ supplies two Majoranas, $c+c^\dagger$ and $-i(c-c^\dagger)$. Their unit squares and their anticommutation with each other follow from $\{c,c^\dagger\}=1$ and $c^2=0$, and anticommutation between different modes is Fermi statistics.

In Lean, `g : ι → A` is the family, `ι` labels its members and `A` is the algebra in which they live. The structure `IsMajorana g` contains exactly the two relations, `sq` and `anti`. It requires neither a Hilbert space nor Hermiticity, so the results concern inverses, not unitarity.

```lean
import Mathlib

open Finset

namespace MajoranaRotation

noncomputable section

variable {ι A : Type*} [Ring A]

/-- Majorana operators: each squares to one, and distinct ones anticommute. -/
structure IsMajorana (g : ι → A) : Prop where
  sq : ∀ j, g j * g j = 1
  anti : ∀ i j, i ≠ j → g i * g j = -(g j * g i)
```

The Pauli matrices $X,Y,Z$, with indices 0, 1, 2, satisfy both relations; the proof compares matrix entries.

```lean
/-- The three Pauli matrices X, Y, Z satisfy the Majorana relations. -/
theorem isMajorana_witness :
    IsMajorana (![!![0, 1; 1, 0], !![0, -Complex.I; Complex.I, 0], !![1, 0; 0, -1]] :
      Fin 3 → Matrix (Fin 2) (Fin 2) ℂ) := by
  constructor
  · intro j
    fin_cases j <;> ext p q <;> fin_cases p <;> fin_cases q <;>
      simp [Matrix.mul_apply, Fin.sum_univ_succ]
  · intro i j hij
    fin_cases i <;> fin_cases j <;> first
      | exact absurd rfl hij
      | (ext p q
         fin_cases p <;> fin_cases q <;> simp [Matrix.mul_apply, Fin.sum_univ_succ])
```

The gate enters as an element of `A`, with `•` denoting multiplication by a real number.

```lean
variable [Algebra ℝ A] {g : ι → A} {a b : ι}

/-- The gate `U(t) = cos t + sin t g_a g_b`. -/
def gate (g : ι → A) (a b : ι) (t : ℝ) : A :=
  Real.cos t • (1 : A) + Real.sin t • (g a * g b)
```

By hand, both relations are first needed for the square of the bilinear $B=g_ag_b$:

$$B^2=(g_ag_b)(g_ag_b)=-(g_bg_a)(g_ag_b)=-g_b\,g_a^2\,g_b=-g_b^2=-1.$$

The proof of `bilinear_sq` is this same chain.

```lean
omit [Algebra ℝ A] in
/-- The product of two distinct Majorana operators squares to minus one. -/
theorem bilinear_sq (hg : IsMajorana g) (hab : a ≠ b) :
    g a * g b * (g a * g b) = -1 := by
  calc g a * g b * (g a * g b) = -(g b * g a) * (g a * g b) := by
        rw [← hg.anti a b hab]
    _ = -(g b * (g a * g a) * g b) := by noncomm_ring
    _ = -1 := by rw [hg.sq, mul_one, hg.sq]
```

Each relation matters, because $U(t)U(-t)=\cos^2t-\sin^2t\,B^2$. In the other common normalisation, $g_j^2=\tfrac12$, one has $B^2=-\tfrac14$ and the product is $\cos^2t+\tfrac14\sin^2t$, which is not 1 in general. If anticommutation fails, as for $Z$ on two different qubits, then $B^2=+1$ and the product is $\cos 2t$.

## Two different Majoranas in each gate

The condition $a\neq b$ says that the gate couples two different Majoranas. By hand it is what permits the sign change in $B^2=-1$, and hence the addition of angles:

$$U(s)U(t)=(\cos s\cos t-\sin s\sin t)+(\sin s\cos t+\cos s\sin t)B=U(s+t).$$

Setting $s=-t$ gives $U(-t)U(t)=U(0)=1$, and the other order is the same.

In Lean the condition is `hab : a ≠ b`, which `bilinear_sq` passes to `anti`. The proof of `gate_mul` expands the product and inserts the addition formulas; `module` then compares the coefficients of $1$ and $B$. The three parts of `gate_inverse` are the explicit form of $U(-t)$ and the two products.

```lean
/-- Successive gates on the same pair of distinct Majoranas add their angles. -/
theorem gate_mul (hg : IsMajorana g) (hab : a ≠ b) (s t : ℝ) :
    gate g a b s * gate g a b t = gate g a b (s + t) := by
  simp only [gate, add_mul, mul_add, smul_mul_assoc, mul_smul_comm, one_mul, mul_one,
    bilinear_sq hg hab, Real.cos_add, Real.sin_add]
  module

/-- For distinct Majoranas, `U(-t) = cos t - sin t g_a g_b` is the two-sided inverse
of `U(t)`. -/
theorem gate_inverse (hg : IsMajorana g) (hab : a ≠ b) (t : ℝ) :
    gate g a b (-t) = Real.cos t • (1 : A) - Real.sin t • (g a * g b) ∧
    gate g a b t * gate g a b (-t) = 1 ∧ gate g a b (-t) * gate g a b t = 1 := by
  refine ⟨?_, ?_, ?_⟩
  · simp only [gate, Real.cos_neg, Real.sin_neg]
    module
  · rw [gate_mul hg hab, add_neg_cancel]
    simp [gate]
  · rw [gate_mul hg hab, neg_add_cancel]
    simp [gate]
```

If $a=b$, then $g_ag_a=1$ and the gate is the number $\cos t+\sin t$. At $t=\pi/4$ this is $\sqrt2$, whereas $U(-\pi/4)=0$, so the claimed inverse fails in any nonzero algebra.

## A norm for the time derivative

Only the evolution equation needs a notion of limit, and for it the algebra is assumed to be normed. The calculation is

$$\frac{dU}{dt}=-\sin t+\cos t\,B=B(\cos t+\sin t\,B)=BU,$$

where the middle step uses $B^2=-1$. For Hermitian $g_j$ in a complex operator algebra, and with $\hbar=1$, this is the Schrödinger equation $dU/dt=-iHU$ with $H=i\,g_ag_b$, a quadratic and hence non-interacting Hamiltonian.

In the Lean statement, `B` names the normed algebra, and the bilinear is written out as `g a * g b`. `HasDerivAt` states that the derivative exists at $t$ and has this value. The proof differentiates the cosine and sine terms, then rewrites the result with `bilinear_sq`. The norm supplies the topology in which this limit is taken; the algebraic identities do not use it.

```lean
/-- In a normed real algebra, the gate on two distinct Majoranas solves the evolution
equation `dU/dt = g_a g_b U`. -/
theorem gate_evolution {B : Type*} [NormedRing B] [NormedAlgebra ℝ B] {g : ι → B}
    (hg : IsMajorana g) (hab : a ≠ b) (t : ℝ) :
    HasDerivAt (fun s => gate g a b s) (g a * g b * gate g a b t) t := by
  have h := ((Real.hasDerivAt_cos t).smul_const (1 : B)).fun_add
    ((Real.hasDerivAt_sin t).smul_const (g a * g b))
  refine h.congr_deriv ?_
  simp only [gate, mul_add, mul_smul_comm, mul_one, bilinear_sq hg hab]
  module
```

## Inside or outside the coupled pair

What happens to $g_j$ depends on whether the gate contains it. For the pair itself, the relations give $g_aB=g_b$ and $Bg_a=-g_b$, so moving $g_a$ through the gate reverses the angle: $g_aU(-t)=U(t)g_a$. Therefore

$$U(t)g_aU(-t)=U(t)U(t)g_a=U(2t)g_a=\cos2t\,g_a-\sin2t\,g_b.$$

For $g_b$ one has $g_bB=-g_a$ and $Bg_b=g_a$, so likewise $U(t)g_bU(-t)=U(2t)g_b=\cos2t\,g_b+\sin2t\,g_a$. The doubled angle is the familiar one for spin: with $g_a=X$ and $g_b=Y$, the gate is $\cos t+i\sin t\,Z$.

In the proof, `a1` to `b2` are the four products with $B$, `ha` and `hb` are the angle reversals, and `gate_mul` combines the two gates.

```lean
/-- Conjugation by `U(t)` rotates the two distinct Majoranas `g_a` and `g_b` into each
other by the angle `2t`. -/
theorem gate_rotates_pair (hg : IsMajorana g) (hab : a ≠ b) (t : ℝ) :
    gate g a b t * g a * gate g a b (-t)
      = Real.cos (2 * t) • g a - Real.sin (2 * t) • g b ∧
    gate g a b t * g b * gate g a b (-t)
      = Real.sin (2 * t) • g a + Real.cos (2 * t) • g b := by
  have a1 : g a * (g a * g b) = g b := by rw [← mul_assoc, hg.sq, one_mul]
  have a2 : g a * g b * g a = -g b := by
    rw [hg.anti a b hab, neg_mul, mul_assoc, hg.sq, mul_one]
  have b1 : g b * (g a * g b) = -g a := by
    rw [hg.anti a b hab, mul_neg, ← mul_assoc, hg.sq, one_mul]
  have b2 : g a * g b * g b = g a := by rw [mul_assoc, hg.sq, mul_one]
  -- moving a rotated Majorana through the gate reverses the angle
  have ha : g a * gate g a b (-t) = gate g a b t * g a := by
    simp only [gate, Real.cos_neg, Real.sin_neg, mul_add, add_mul, mul_smul_comm,
      smul_mul_assoc, mul_one, one_mul, a1, a2]
    module
  have hb : g b * gate g a b (-t) = gate g a b t * g b := by
    simp only [gate, Real.cos_neg, Real.sin_neg, mul_add, add_mul, mul_smul_comm,
      smul_mul_assoc, mul_one, one_mul, b1, b2]
    module
  constructor
  · rw [mul_assoc, ha, ← mul_assoc, gate_mul hg hab, ← two_mul]
    simp only [gate, add_mul, smul_mul_assoc, one_mul, a2]
    module
  · rw [mul_assoc, hb, ← mul_assoc, gate_mul hg hab, ← two_mul]
    simp only [gate, add_mul, smul_mul_assoc, one_mul, b2]
    module
```

A Majorana outside the pair has $j\neq a$ and $j\neq b$, the hypotheses `hja` and `hjb`. Moving it past $g_a$ and then past $g_b$ changes the sign twice, so $g_jB=Bg_j$. It commutes with $U(t)$, and the gate cancels against its inverse. The proof establishes the first equality as `hc` and the commutation with the gate as `h`.

```lean
/-- Conjugation by the gate on distinct `g_a`, `g_b` fixes every other Majorana. -/
theorem gate_fixes_other (hg : IsMajorana g) (hab : a ≠ b) {j : ι} (hja : j ≠ a)
    (hjb : j ≠ b) (t : ℝ) : gate g a b t * g j * gate g a b (-t) = g j := by
  -- two sign changes cancel, so `g_j` commutes with the bilinear
  have hc : g j * (g a * g b) = g a * g b * g j := by
    calc g j * (g a * g b) = g j * g a * g b := by rw [mul_assoc]
      _ = -(g a * (g j * g b)) := by rw [hg.anti j a hja, neg_mul, mul_assoc]
      _ = g a * g b * g j := by rw [hg.anti j b hjb, mul_neg, neg_neg, mul_assoc]
  have h : gate g a b t * g j = g j * gate g a b t := by
    simp only [gate, mul_add, add_mul, mul_smul_comm, smul_mul_assoc, mul_one, one_mul, hc]
  rw [h, mul_assoc, (gate_inverse hg hab t).2.1, mul_one]
```

Both conditions on $j$ are needed: at $t=\pi/2$ the gate sends $g_a$ to $-g_a$ and $g_b$ to $-g_b$.

## The same condition along a whole circuit

A circuit is a list of triples $(a,b,t)$ whose head acts first, so the head stands rightmost in the operator product. The inverse has the opposite order and opposite angles.

```lean
/-- The gates `(a, b, t)` of a list multiplied together, the head of the list acting first. -/
def circuit (g : ι → A) : List (ι × ι × ℝ) → A
  | [] => 1
  | (a, b, t) :: L => circuit g L * gate g a b t

/-- The gates of a list with opposite angles, multiplied in the opposite order. -/
def undo (g : ι → A) : List (ι × ι × ℝ) → A
  | [] => 1
  | (a, b, t) :: L => gate g a b (-t) * undo g L
```

The hypothesis `hL` requires $a\neq b$ for every triple. Write $C$ for the circuit of the remaining gates and $D$ for its inverse. Then

$$CU(t)\,U(-t)D=CD=1,\qquad U(-t)D\,CU(t)=U(-t)U(t)=1.$$

The proof is an induction on the list: `gate_inverse` cancels the head gate, and the induction hypothesis cancels the rest. The empty circuit is 1.

```lean
/-- If every gate couples two distinct Majoranas, the reversed circuit with opposite
angles is the two-sided inverse of the circuit. -/
theorem circuit_inverse (hg : IsMajorana g) (L : List (ι × ι × ℝ))
    (hL : ∀ p ∈ L, p.1 ≠ p.2.1) :
    circuit g L * undo g L = 1 ∧ undo g L * circuit g L = 1 := by
  induction L with
  | nil => simp [circuit, undo]
  | cons p L ih =>
    obtain ⟨a, b, t⟩ := p
    have hab : a ≠ b := hL (a, b, t) (by simp)
    obtain ⟨h1, h2⟩ := ih (fun p hp => hL p (List.mem_cons_of_mem _ hp))
    obtain ⟨-, u1, u2⟩ := gate_inverse hg hab t
    simp only [circuit, undo]
    constructor
    · calc circuit g L * gate g a b t * (gate g a b (-t) * undo g L)
          = circuit g L * (gate g a b t * gate g a b (-t)) * undo g L := by
            simp only [mul_assoc]
        _ = 1 := by rw [u1, mul_one, h1]
    · calc gate g a b (-t) * undo g L * (circuit g L * gate g a b t)
          = gate g a b (-t) * (undo g L * circuit g L) * gate g a b t := by
            simp only [mul_assoc]
        _ = 1 := by rw [h2, mul_one, u2]
```

One faulty gate is enough to break this. The single triple $(a,a,\pi/4)$ gives the circuit $\sqrt2$ and the supposed inverse 0.

## Finitely many Majoranas with real coefficients

Here a mode operator is $\sum_jv_jg_j$ with real $v_j$. The annihilation operator $c$ has complex coefficients in the Majoranas; by linearity, their real and imaginary parts can be followed as two real vectors. `rotate` changes its coefficient vector for one gate, and `evolve` does so for a list, head first.

```lean
variable [DecidableEq ι]

/-- Rotation of a real coefficient vector by the angle `2t` in the plane of two distinct
indices `a` and `b`. -/
def rotate (a b : ι) (t : ℝ) (v : ι → ℝ) : ι → ℝ := fun j =>
  if j = a then Real.cos (2 * t) * v a + Real.sin (2 * t) * v b
  else if j = b then Real.cos (2 * t) * v b - Real.sin (2 * t) * v a
  else v j

/-- The coefficient vector after the rotations of all gates in a list, head first. -/
def evolve : List (ι × ι × ℝ) → (ι → ℝ) → ι → ℝ
  | [], v => v
  | (a, b, t) :: L, v => evolve L (rotate a b t v)
```

The sum runs over all of `ι`, which `Fintype ι` makes finite. For infinitely many Majoranas, a sum with infinitely many nonzero coefficients would need a notion of convergence.

```lean
variable [Fintype ι]

omit [DecidableEq ι] in
/-- The mode operator `∑ v_j g_j` with real coefficients. -/
def mode (g : ι → A) (v : ι → ℝ) : A := ∑ j, v j • g j
```

By linearity, and because the remaining terms are fixed,

$$U(t)\Big(\sum_jv_jg_j\Big)U(-t)=(\cos2t\,v_a+\sin2t\,v_b)\,g_a+(\cos2t\,v_b-\sin2t\,v_a)\,g_b+\sum_{j\neq a,b}v_jg_j.$$

Finiteness enters the proof in `hs`, which splits the sum into the terms $a$, $b$ and the rest. `hr` leaves the rest unchanged, `gate_rotates_pair` supplies the two rotated operators, and `module` collects their coefficients.

```lean
/-- Conjugating a mode operator by a gate on two distinct Majoranas rotates its
coefficient vector. -/
theorem gate_conj_mode (hg : IsMajorana g) (hab : a ≠ b) (t : ℝ) (v : ι → ℝ) :
    gate g a b t * mode g v * gate g a b (-t) = mode g (rotate a b t v) := by
  -- separate the two rotated modes from the rest
  have hs : ∀ w : ι → ℝ, mode g w = w a • g a +
      (w b • g b + ∑ j ∈ (univ.erase a).erase b, w j • g j) := by
    intro w
    have hb : b ∈ (univ : Finset ι).erase a := by simp [hab.symm]
    rw [Finset.add_sum_erase (univ.erase a) (fun j => w j • g j) hb,
      Finset.add_sum_erase univ (fun j => w j • g j) (mem_univ a), mode]
  have hr : gate g a b t * (∑ j ∈ (univ.erase a).erase b, v j • g j) * gate g a b (-t)
      = ∑ j ∈ (univ.erase a).erase b, rotate a b t v j • g j := by
    rw [Finset.mul_sum, Finset.sum_mul]
    refine Finset.sum_congr rfl fun j hj => ?_
    have hjb : j ≠ b := (Finset.mem_erase.mp hj).1
    have hja : j ≠ a := (Finset.mem_erase.mp (Finset.mem_erase.mp hj).2).1
    rw [mul_smul_comm, smul_mul_assoc, gate_fixes_other hg hab hja hjb]
    simp [rotate, hja, hjb]
  have ra : rotate a b t v a = Real.cos (2 * t) * v a + Real.sin (2 * t) * v b := by
    simp [rotate]
  have rb : rotate a b t v b = Real.cos (2 * t) * v b - Real.sin (2 * t) * v a := by
    simp [rotate, hab.symm]
  obtain ⟨h1, h2⟩ := gate_rotates_pair hg hab t
  rw [hs v, hs (rotate a b t v), ra, rb, ← hr]
  simp only [mul_add, add_mul, mul_smul_comm, smul_mul_assoc, h1, h2]
  module
```

For a circuit, the innermost conjugation is that of the first gate. It replaces $v$ by its rotated version $v'$, and the remaining gates act on $v'$:

$$CU(t)\Big(\sum_jv_jg_j\Big)U(-t)D=C\Big(\sum_jv'_jg_j\Big)D.$$

Repeating the step exhausts the list. The Lean induction keeps `v` general, since its hypothesis must be applied to the rotated vector.

```lean
/-- If every gate couples two distinct Majoranas, conjugating a mode operator by the whole
circuit gives the mode operator whose coefficients are rotated gate by gate. -/
theorem circuit_conj_mode (hg : IsMajorana g) (L : List (ι × ι × ℝ))
    (hL : ∀ p ∈ L, p.1 ≠ p.2.1) (v : ι → ℝ) :
    circuit g L * mode g v * undo g L = mode g (evolve L v) := by
  induction L generalizing v with
  | nil => simp [circuit, undo, evolve]
  | cons p L ih =>
    obtain ⟨a, b, t⟩ := p
    have hab : a ≠ b := hL (a, b, t) (by simp)
    simp only [circuit, undo, evolve]
    -- the innermost gate acts first
    calc circuit g L * gate g a b t * mode g v * (gate g a b (-t) * undo g L)
        = circuit g L * (gate g a b t * mode g v * gate g a b (-t)) * undo g L := by
          simp only [mul_assoc]
      _ = mode g (evolve L (rotate a b t v)) := by
          rw [gate_conj_mode hg hab]
          exact ih (fun p hp => hL p (List.mem_cons_of_mem _ hp)) _

end

end MajoranaRotation
```

```lean
#print axioms MajoranaRotation.gate_evolution
#print axioms MajoranaRotation.circuit_inverse
#print axioms MajoranaRotation.circuit_conj_mode
```

```
'MajoranaRotation.gate_evolution' depends on axioms: [propext, Classical.choice, Quot.sound]
'MajoranaRotation.circuit_inverse' depends on axioms: [propext, Classical.choice, Quot.sound]
'MajoranaRotation.circuit_conj_mode' depends on axioms: [propext, Classical.choice, Quot.sound]
```

In a program, each gate touches two array entries. With $x=v_a$ and $y=v_b$ saved beforehand, the update is $v_a\leftarrow\cos2t\,x+\sin2t\,y$ and $v_b\leftarrow\cos2t\,y-\sin2t\,x$. For the Pauli family, take the gates $(0,1,\pi/4)$ and $(1,2,\pi/4)$ in this order, starting from $X$:

$$(1,0,0)\to(0,-1,0)\to(0,0,1).$$

The circuit therefore conjugates $X$ to $Z$. In the reverse order, the first gate leaves $X$ alone and the second turns it into $-Y$.

These updates describe $C\,m\,C^{-1}$ for a circuit $C$ and a mode operator $m$. A Heisenberg-picture calculation, which needs $C^{-1}mC$, runs through the list backwards with opposite angles.
